# A GF Mode Matrix Separates the Harmonic Vibrational Energy

Let G be the inverse kinetic matrix and F the force-constant matrix of a molecule in n internal coordinates. If L is an invertible matrix with L Lᵀ = G and Lᵀ F L = D, where D is diagonal with entries d_k, then

G F L = L D,

and for coordinates s = L Q and velocities u = L P,

uᵀ G⁻¹ u + sᵀ F s = Σ_k (P_k² + d_k Q_k²).

Such an L exists whenever G is symmetric positive definite and F is symmetric.

## Vibrations in internal coordinates

The vector s collects small displacements of bond lengths, angles and similar coordinates from equilibrium, and u is their rate of change. In the harmonic approximation, with G held at its equilibrium value, the energy E satisfies

2E = uᵀ G⁻¹ u + sᵀ F s.

The first term is twice the kinetic energy, the second twice the potential energy. Both matrices generally have off-diagonal elements: two bonds that share an atom can be coupled kinetically, and stretching one bond can change the force along another.

The matrix L passes to normal coordinates Q with velocities P. Its columns are the mode shapes in internal coordinates. The condition L Lᵀ = G fixes their scale so that every mode has unit mass, and d_k is then the squared angular frequency of mode k if it is not negative. A negative d_k belongs to a direction in which the potential energy falls, as at a saddle point.

In this harmonic model with constant G, the result is the step from computed force constants to vibrational frequencies and mode shapes.

## Separating the energy

For any matrix A and any vector x, substitution gives

(L x)ᵀ A (L x) = xᵀ (Lᵀ A L) x.

A quadratic form therefore changes by congruence. For the kinetic term, L is invertible, so

G⁻¹ = (L Lᵀ)⁻¹ = (Lᵀ)⁻¹ L⁻¹,

Lᵀ G⁻¹ L = Lᵀ (Lᵀ)⁻¹ L⁻¹ L = 1.

For the potential term, Lᵀ F L = D by assumption. Together,

uᵀ G⁻¹ u + sᵀ F s = Pᵀ P + Qᵀ D Q = Σ_k (P_k² + d_k Q_k²).

## The secular equation

Inserting G = L Lᵀ gives

G F L = L (Lᵀ F L) = L D.

Column k of L is thus an eigenvector of G F with eigenvalue d_k. Conversely, if G F L = L D, then L (Lᵀ F L) = L D, and multiplication by L⁻¹ from the left returns Lᵀ F L = D. The converse relies on the scaling L Lᵀ = G, which an arbitrary set of eigenvectors of G F need not satisfy.

## Constructing the mode matrix

Let G be symmetric positive definite and F symmetric. Choose an orthogonal V with Vᵀ G V = diag(g_k). Each g_k is positive, because it is the value of the quadratic form of G at column k of V. Put S = diag(√g_k) and B = V S. Then

B Bᵀ = V S² Vᵀ = V diag(g_k) Vᵀ = G.

The matrix Bᵀ F B is symmetric, so an orthogonal W brings it to a diagonal form D. With L = B W,

L Lᵀ = B W Wᵀ Bᵀ = B Bᵀ = G,

Lᵀ F L = Wᵀ (Bᵀ F B) W = D.

L is invertible because V, S and W are.

## Harmonic motion

Suppose d_k = ω_k², and let

Q_k(t) = a_k cos(ω_k t + φ_k).

Differentiating once gives P_k = −a_k ω_k sin(ω_k t + φ_k), and differentiating again gives −ω_k² Q_k = −d_k Q_k. Since L is constant,

s'' = L Q'' = −L D Q = −G F L Q = −G F s.

This is the equation of motion G⁻¹ s'' = −F s, solved for the acceleration.

## One coordinate and two coupled coordinates

For a single coordinate the matrices are numbers. Then L = ±√G and d = G F. For a diatomic molecule with reduced mass μ and force constant f, G = 1/μ and F = f, which gives ω² = f/μ when f is not negative.

A coupled case needs at least two coordinates; here they are taken to be equivalent, with numbers chosen for easy arithmetic and not for a particular molecule. In suitable units take G with diagonal elements 5 and off-diagonal elements 3, and F with diagonal elements f and off-diagonal elements c. The columns of L are (2, 2) and (1, −1), and

d = (8(f + c), 2(f − c)).

The corresponding unit vectors are (1, 1)/√2 and (1, −1)/√2. They are multiplied by √8 and √2, the square roots of the eigenvalues of G, to satisfy L Lᵀ = G. The coupling c raises one eigenvalue and lowers the other.

## The statement in Lean

The index type `n` is any finite type and labels the internal coordinates as well as the modes. Matrices are real, and vectors are functions `n → ℝ`. The symbol `*ᵥ` applies a matrix to a vector, and `⬝ᵥ` is the dot product.

`IsModeMatrix G F L d` bundles the three conditions on L: `isUnit_det` says that its determinant is invertible, `kinetic` is L Lᵀ = G, and `force` is Lᵀ F L = D, with D written as `diagonal d`. Symmetry of G and F is not listed, since it follows from these conditions. `twiceEnergy G F s u` is 2E, which keeps factors of one half out of the formulas.

The main theorem, `gf_normal_modes`, takes a mode matrix and returns the secular equation together with the energy identity for all `Q` and `P`. These two vectors are independent there, as position and velocity are at a single instant. `exists_modeMatrix` supplies a mode matrix under the symmetry and positivity assumptions. `normal_mode_motion` adds the assumption `d k = ω k ^ 2` for every `k`, so it applies only when no d_k is negative, and states the first and second time derivatives at every time `t`.

G and F are given matrices here: G is not computed from atomic masses and geometry, nor F from an electronic energy. Positive definiteness of G means physically that every nonzero velocity costs kinetic energy and that the internal coordinates are not redundant. Anharmonic terms and the variation of G with geometry are absent. The motion theorem verifies a family of solutions and does not say that every solution belongs to it; for ω_k = 0, for instance, the cosine form gives a constant and misses uniform drift.

## The complete file

```lean
import Mathlib

open Matrix

namespace WilsonGF

noncomputable section

variable {n : Type*} [Fintype n] [DecidableEq n]

/-- `L` is a normal-mode matrix for the inverse kinetic matrix `G` and the force-constant
matrix `F`: it is invertible, `L Lᵀ = G`, and `Lᵀ F L` is diagonal with entries `d`. -/
structure IsModeMatrix (G F L : Matrix n n ℝ) (d : n → ℝ) : Prop where
  isUnit_det : IsUnit L.det
  kinetic : L * Lᵀ = G
  force : Lᵀ * F * L = diagonal d

/-- Twice the harmonic vibrational energy at internal coordinates `s` and velocities `u`. -/
def twiceEnergy (G F : Matrix n n ℝ) (s u : n → ℝ) : ℝ :=
  u ⬝ᵥ G⁻¹ *ᵥ u + s ⬝ᵥ F *ᵥ s

/-- The harmonic time course of the normal coordinates, with amplitudes `a`, angular
frequencies `ω` and phases `φ`. -/
def modeCoord (a ω φ : n → ℝ) (t : ℝ) : n → ℝ :=
  fun k => a k * Real.cos (ω k * t + φ k)

/-- The velocities belonging to the harmonic time course `modeCoord`. -/
def modeVelocity (a ω φ : n → ℝ) (t : ℝ) : n → ℝ :=
  fun k => -(a k * ω k * Real.sin (ω k * t + φ k))

omit [DecidableEq n] in
/-- Under the change of coordinates `s = L x`, the matrix `A` of a quadratic form
becomes `Lᵀ A L`. -/
theorem quadratic_form_congr (A L : Matrix n n ℝ) (x : n → ℝ) :
    (L *ᵥ x) ⬝ᵥ A *ᵥ (L *ᵥ x) = x ⬝ᵥ (Lᵀ * A * L) *ᵥ x := by
  rw [← mulVec_mulVec, ← mulVec_mulVec, dotProduct_mulVec x Lᵀ, vecMul_transpose]

/-- For invertible `L` with `L Lᵀ = G`, the secular equation `G F L = L D` holds exactly when
`L` brings the force-constant matrix to the diagonal form `D`. -/
theorem secular_iff {G F L : Matrix n n ℝ} {d : n → ℝ}
    (hL : IsUnit L.det) (hG : L * Lᵀ = G) :
    G * F * L = L * diagonal d ↔ Lᵀ * F * L = diagonal d := by
  have e : G * F * L = L * (Lᵀ * F * L) := by
    rw [← hG]
    simp only [Matrix.mul_assoc]
  rw [e]
  constructor
  · intro h
    -- cancel the invertible matrix `L` on the left
    have h' := congrArg (fun X => L⁻¹ * X) h
    simp only [← Matrix.mul_assoc L⁻¹ L, nonsing_inv_mul _ hL, Matrix.one_mul] at h'
    exact h'
  · intro h
    rw [h]

/-- A normal-mode matrix turns the kinetic matrix `G⁻¹` into the identity. -/
theorem kinetic_identity {G F L : Matrix n n ℝ} {d : n → ℝ} (h : IsModeMatrix G F L d) :
    Lᵀ * G⁻¹ * L = 1 := by
  have hT : IsUnit Lᵀ.det := by
    rw [det_transpose]
    exact h.isUnit_det
  rw [← h.kinetic, Matrix.mul_inv_rev, ← Matrix.mul_assoc, mul_nonsing_inv _ hT,
    Matrix.one_mul, nonsing_inv_mul _ h.isUnit_det]

/-- A normal-mode matrix satisfies the secular equation `G F L = L D`, and in normal coordinates
twice the vibrational energy is a sum of one-mode terms. -/
theorem gf_normal_modes {G F L : Matrix n n ℝ} {d : n → ℝ} (h : IsModeMatrix G F L d) :
    G * F * L = L * diagonal d ∧
    ∀ Q P : n → ℝ, twiceEnergy G F (L *ᵥ Q) (L *ᵥ P) = ∑ k, (P k ^ 2 + d k * Q k ^ 2) := by
  refine ⟨(secular_iff h.isUnit_det h.kinetic).2 h.force, fun Q P => ?_⟩
  rw [twiceEnergy, quadratic_form_congr, quadratic_form_congr, kinetic_identity h, h.force,
    one_mulVec]
  simp only [dotProduct, mulVec_diagonal, ← Finset.sum_add_distrib]
  exact Finset.sum_congr rfl fun k _ => by ring

/-- A real symmetric matrix is brought to diagonal form by an orthogonal matrix. -/
theorem orthogonal_diagonalization (A : Matrix n n ℝ) (hA : Aᵀ = A) :
    ∃ (V : Matrix n n ℝ) (g : n → ℝ), Vᵀ * V = 1 ∧ Vᵀ * A * V = diagonal g := by
  have h : A.IsHermitian := by
    rw [Matrix.IsHermitian, conjTranspose_eq_transpose_of_trivial]
    exact hA
  -- the columns of `V` are the orthonormal eigenvectors
  let V : Matrix n n ℝ := Matrix.of fun i j => h.eigenvectorBasis j i
  have hV : Vᵀ * V = 1 := by
    ext i j
    have e := orthonormal_iff_ite.1 h.eigenvectorBasis.orthonormal i j
    rw [PiLp.inner_apply] at e
    rw [Matrix.mul_apply, Matrix.one_apply, ← e]
    exact Finset.sum_congr rfl fun k _ => mul_comm _ _
  have hAV : A * V = V * diagonal h.eigenvalues := by
    ext i j
    have e : (A * V) i j = h.eigenvalues j * V i j :=
      congrFun (h.mulVec_eigenvectorBasis j) i
    rw [mul_diagonal]
    exact e.trans (mul_comm _ _)
  exact ⟨V, h.eigenvalues, hV, by
    rw [Matrix.mul_assoc, hAV, ← Matrix.mul_assoc, hV, Matrix.one_mul]⟩

/-- Every symmetric positive definite `G` and symmetric `F` admit a normal-mode matrix. -/
theorem exists_modeMatrix (G F : Matrix n n ℝ) (hG : Gᵀ = G)
    (hpos : ∀ x : n → ℝ, x ≠ 0 → 0 < x ⬝ᵥ G *ᵥ x) (hF : Fᵀ = F) :
    ∃ (L : Matrix n n ℝ) (d : n → ℝ), IsModeMatrix G F L d := by
  obtain ⟨V, g, hV, hg⟩ := orthogonal_diagonalization G hG
  have hV' : V * Vᵀ = 1 := mul_eq_one_comm.1 hV
  have gpos : ∀ k, 0 < g k := by
    intro k
    have hx : V *ᵥ (Pi.single k (1 : ℝ) : n → ℝ) ≠ 0 := by
      intro h0
      have e : Vᵀ *ᵥ (V *ᵥ (Pi.single k (1 : ℝ) : n → ℝ)) = Pi.single k 1 := by
        rw [mulVec_mulVec, hV, one_mulVec]
      rw [h0, mulVec_zero] at e
      have e' := congrFun e k
      simp at e'
    have e := hpos _ hx
    rw [quadratic_form_congr, hg] at e
    simpa [mulVec_diagonal] using e
  -- a square-root factor `B = V S` of `G`
  let S : Matrix n n ℝ := diagonal fun k => Real.sqrt (g k)
  have hS : S * S = diagonal g := by
    simp only [S, diagonal_mul_diagonal, Real.mul_self_sqrt (gpos _).le]
  have hST : Sᵀ = S := diagonal_transpose _
  have hSdet : IsUnit S.det := by
    rw [isUnit_iff_ne_zero, det_diagonal]
    exact Finset.prod_ne_zero_iff.2 fun k _ => (Real.sqrt_pos.2 (gpos k)).ne'
  have hB : (V * S) * (V * S)ᵀ = G := by
    calc (V * S) * (V * S)ᵀ = V * (S * S) * Vᵀ := by
          rw [transpose_mul, hST]
          simp only [Matrix.mul_assoc]
      _ = (V * Vᵀ) * G * (V * Vᵀ) := by
          rw [hS, ← hg]
          simp only [Matrix.mul_assoc]
      _ = G := by rw [hV', Matrix.one_mul, Matrix.mul_one]
  -- rotate so that the transformed force constants become diagonal
  obtain ⟨W, d, hW, hd⟩ := orthogonal_diagonalization ((V * S)ᵀ * F * (V * S)) (by
    simp only [transpose_mul, transpose_transpose, hF, Matrix.mul_assoc])
  have hW' : W * Wᵀ = 1 := mul_eq_one_comm.1 hW
  refine ⟨V * S * W, d, ?_, ?_, ?_⟩
  · rw [det_mul, det_mul]
    exact ((isUnit_det_of_left_inverse hV).mul hSdet).mul (isUnit_det_of_left_inverse hW)
  · rw [transpose_mul (V * S) W, Matrix.mul_assoc (V * S) W, ← Matrix.mul_assoc W, hW',
      Matrix.one_mul, hB]
  · rw [← hd, transpose_mul (V * S) W]
    simp only [Matrix.mul_assoc]

omit [DecidableEq n] in
/-- A constant matrix `L` carries the velocity of `Q` to the velocity of `L Q`. -/
theorem hasDerivAt_mulVec (L : Matrix n n ℝ) {Q : ℝ → n → ℝ} {Q' : n → ℝ} {t : ℝ}
    (h : HasDerivAt Q Q' t) : HasDerivAt (fun τ => L *ᵥ Q τ) (L *ᵥ Q') t := by
  refine hasDerivAt_pi.2 fun i => ?_
  simp only [Matrix.mulVec, dotProduct]
  exact HasDerivAt.fun_sum fun j _ => (hasDerivAt_pi.1 h j).const_mul (L i j)

/-- If `d k = ω k ^ 2`, every superposition of harmonic normal modes obeys the equation of
motion `s'' = -G F s` in internal coordinates. -/
theorem normal_mode_motion {G F L : Matrix n n ℝ} {d : n → ℝ} (h : IsModeMatrix G F L d)
    (a ω φ : n → ℝ) (hω : ∀ k, d k = ω k ^ 2) (t : ℝ) :
    HasDerivAt (fun τ => L *ᵥ modeCoord a ω φ τ) (L *ᵥ modeVelocity a ω φ t) t ∧
    HasDerivAt (fun τ => L *ᵥ modeVelocity a ω φ τ)
      (-((G * F) *ᵥ (L *ᵥ modeCoord a ω φ t))) t := by
  have phase : ∀ k, HasDerivAt (fun τ => ω k * τ + φ k) (ω k) t := fun k => by
    simpa using ((hasDerivAt_id t).const_mul (ω k)).add_const (φ k)
  constructor
  · refine hasDerivAt_mulVec L (hasDerivAt_pi.2 fun k => ?_)
    exact ((phase k).cos.const_mul (a k)).congr_deriv (by simp only [modeVelocity]; ring)
  · -- the secular equation turns `G F L` into `L D`
    rw [mulVec_mulVec, (gf_normal_modes h).1, ← mulVec_mulVec, ← mulVec_neg]
    refine hasDerivAt_mulVec L (hasDerivAt_pi.2 fun k => ?_)
    exact ((phase k).sin.const_mul (a k * ω k)).fun_neg.congr_deriv (by
      simp only [Pi.neg_apply, mulVec_diagonal, hω, modeCoord]; ring)

/-- For `G` with diagonal elements 5 and off-diagonal elements 3, and `F` with diagonal elements `f`
and off-diagonal elements `c`, the matrix with columns (2, 2) and (1, -1) is a normal-mode matrix
with diagonal entries `8 * (f + c)` and `2 * (f - c)`. -/
theorem isModeMatrix_witness (f c : ℝ) :
    IsModeMatrix !![5, 3; 3, 5] !![f, c; c, f] !![2, 1; 2, -1]
      ![8 * (f + c), 2 * (f - c)] := by
  refine ⟨?_, ?_, ?_⟩
  · rw [isUnit_iff_ne_zero, det_fin_two]
    norm_num
  · ext i j
    fin_cases i <;> fin_cases j <;> norm_num [Matrix.mul_apply, Fin.sum_univ_succ]
  · ext i j
    fin_cases i <;> fin_cases j <;>
      simp [Matrix.mul_apply, Fin.sum_univ_succ] <;> ring

end

end WilsonGF
```

```lean
#print axioms WilsonGF.exists_modeMatrix
-- 'WilsonGF.exists_modeMatrix' depends on axioms: [propext, Classical.choice, Quot.sound]
#print axioms WilsonGF.normal_mode_motion
-- 'WilsonGF.normal_mode_motion' depends on axioms: [propext, Classical.choice, Quot.sound]
```

## How the proof follows the derivation

`quadratic_form_congr` is the congruence rule. It splits the matrix product into successive applications to x and moves Lᵀ across the dot product.

`secular_iff` first establishes G F L = L (Lᵀ F L) as the equation `e`. After that rewrite, one direction is substitution, and the other multiplies both sides by `L⁻¹`.

`gf_normal_modes` takes its first half from `secular_iff`. For the second half it applies the congruence rule twice, once to each energy term, then inserts `kinetic_identity` and the `force` condition. What remains is an equality of two sums, which `ring` settles term by term.

`orthogonal_diagonalization` takes Mathlib's orthonormal eigenvector basis of a symmetric matrix and places the eigenvectors in the columns of `V`. Orthonormality becomes Vᵀ V = 1, and the eigenvalue equations become A V = V D.

`exists_modeMatrix` uses this lemma twice, first for G and then for Bᵀ F B. In between, `gpos` shows that the eigenvalues of G are positive by evaluating its quadratic form at V applied to a unit coordinate vector. The `calc` block is the computation B Bᵀ = G, and the last three bullets check the three conditions for L = V S W.

For the dynamics, `hasDerivAt_mulVec` says that a constant matrix passes through a time derivative. `normal_mode_motion` then differentiates the cosine and sine component by component. In the second part it first uses the secular equation to rewrite −G F L Q as L applied to −D Q, so that only the scalar derivatives are left.

`isModeMatrix_witness` verifies the two-coordinate example by computing a determinant and comparing matrix entries, for all real `f` and `c`.

## The matrix inverse in `kinetic_identity`

The kinetic term contains `G⁻¹`, and the formal proof has to respect Mathlib's convention for it. The inverse is defined for every square matrix, with the value zero when the matrix is singular, so writing `G⁻¹` does not by itself permit cancellation. The permission comes from a proof that a determinant is a unit, which for real numbers means that it is nonzero.

In `kinetic_identity`, G is replaced by L Lᵀ, and `Matrix.mul_inv_rev` reverses the order of the factors in the inverse. That step needs no invertibility assumption. The two cancellations do: `mul_nonsing_inv` removes Lᵀ (Lᵀ)⁻¹ using `hT`, and `nonsing_inv_mul` removes L⁻¹ L using `h.isUnit_det`. The fact `hT` comes from the same field of the structure, because a matrix and its transpose have equal determinants. The invertibility of L thus enters at the two places where the derivation by hand cancels a matrix against its inverse.
